# A 60° rotation acts on the hexagonal lattice and its reciprocal lattice through inverse-transpose integer matrices of order 6

## One plane wave, rotated once

Take the plane hexagonal lattice with lattice constant 1 and primitive vectors

a₀ = (1, 0),  a₁ = (−1/2, √3/2).

The reciprocal vectors, without their factor 2π, are fixed by bᵢ · aⱼ = 1 for i = j and 0 otherwise:

b₀ = (1, 1/√3),  b₁ = (0, 2/√3).

Now let R be the rotation by 60°. On the direct lattice it gives

R a₀ = a₀ + a₁,  R a₁ = −a₀,

and on the reciprocal lattice

R b₀ = b₁,  R b₁ = −b₀ + b₁.

The same rotation therefore has two different coefficient tables. The plane wave with integer indices (1, 0) has a wave vector along b₀, and its rotated partner has indices (0, 1). If the direct-lattice table were applied to these indices, the result would be (1, 1). But |b₀|² = 4/3 while |b₀ + b₁|² = 4, so that wave has three times the kinetic energy and cannot be the rotated one.

Repeating the correct step takes (1, 0) through

(0, 1), (−1, 1), (−1, 0), (0, −1), (1, −1)

and back to (1, 0). In the limiting case of indices (0, 0), the constant wave, the rotation changes nothing.

## The statement in matrices and in Lean

Let A have columns a₀, a₁ and let B have columns b₀, b₁. The conditions on the dot products say BᵀA = 1, so B is the inverse transpose of A. With rows separated by semicolons, the coefficient tables are

W = (1, −1; 1, 0),  M = (0, −1; 1, 1),

and the main theorem, `hexagonal_sixfold_symmetry`, states five things:

RA = AW,

RB = BM,

M = (W⁻¹)ᵀ,

W has order 6,

M has order 6.

Order 6 means that the sixth power is the identity and no smaller positive power is.

In the file, A and B are the real matrices `hexA` and `hexB`, and R is `rot (Real.pi / 3)`, a counterclockwise rotation acting on column vectors. The matrices W and M are `hexW` and `hexM`. They have integer entries by type, which expresses that the rotation maps each lattice into itself; `toReal` reads them as real matrices where they meet the bases. Their orders and the relation M = (W⁻¹)ᵀ are statements about integer matrices.

Two further theorems concern plane waves. For a column m = (m₀, m₁) of integers, `gVec m` is the wave vector

G(m) = 2πBm,

and `kinetic m` is |G(m)|²/2, the kinetic energy in atomic units. The theorem `gVec_rotate` says G(Mm) = R G(m), and `kinetic_invariant` says that m and Mm have equal kinetic energy. For a plane-wave basis at zero crystal momentum on this two-dimensional lattice, a kinetic-energy cutoff therefore keeps or rejects both waves together.

The conventions matter. The direct vectors enclose 120° and the reciprocal ones 60°; another choice of primitive vectors generally changes W and M. The lattice constant is one length unit, hence one bohr in `kinetic`. There is no third dimension, no crystal momentum added to G, and no potential. The symmetry is that of the empty lattice, and atoms placed in the cell may lower it.

## Why the reciprocal table is the inverse transpose

The relation between the two tables does not depend on the hexagonal geometry. In any finite dimension, let A, B, R, W and M be real square matrices with

BᵀA = 1,  RᵀR = 1,  RA = AW.

The first condition is duality, the second says that R preserves lengths and angles, and the third says that R acts on the direct basis through W. Then RB = BM holds exactly when MᵀW = 1.

Suppose first that RB = BM. Its transpose is BᵀRᵀ = MᵀBᵀ. Insert BᵀA = 1 between Mᵀ and W:

MᵀW = MᵀBᵀAW = BᵀRᵀRA = BᵀA = 1.

Conversely, suppose that MᵀW = 1. For square matrices a left inverse is also a right inverse, so WMᵀ = 1 and ABᵀ = 1. The inverse operation Rᵀ then acts on the direct basis through Mᵀ:

RᵀA = RᵀAWMᵀ = RᵀRAMᵀ = AMᵀ.

From this,

BᵀRᵀ = BᵀRᵀABᵀ = BᵀAMᵀBᵀ = MᵀBᵀ,

and the transpose is RB = BM.

Orthogonality of R is essential, as one dimension already shows. Take A = B = 1 and let R = 2 be a stretch. Then RA = AW gives W = 2 and RB = BM gives M = 2, but MᵀW = 4. With orthogonality restored, the one-dimensional case leaves only R = 1 and R = −1, and then W = M = R.

For the hexagonal lattice det A = √3/2, so A is invertible and duality holds. With cos 60° = 1/2 and sin 60° = √3/2,

R = (1/2, −√3/2; √3/2, 1/2),

and RᵀR = 1 follows from 1/4 + 3/4 = 1. The columns of RA are

R a₀ = (1/2, √3/2) = a₀ + a₁,

R a₁ = (−1/4 − 3/4, −√3/4 + √3/4) = (−1, 0) = −a₀,

which are the columns of AW. Finally,

MᵀW = (0, 1; −1, 1)(1, −1; 1, 0) = (1, 0; 0, 1),

so RB = BM.

## Order 6 from trace and determinant

Both W and M have trace 1 and determinant 1. For any 2×2 integer matrix X with these two values, the Cayley–Hamilton identity reads

X² = X − 1.

Multiplying repeatedly by X gives

X³ = X² − X = −1,

X⁴ = −X,

X⁵ = −X² = 1 − X,

X⁶ = X − X² = 1.

The traces of X, X², X³, X⁴ and X⁵ are 1, −1, −2, −1 and 1. The identity has trace 2, so none of these powers is the identity, and the order is exactly 6.

The trace condition is needed here: the identity matrix has determinant 1 but trace 2, and its order is 1.

## Equal kinetic energies

Since RB = BM,

G(Mm) = 2πBMm = 2πRBm = R G(m).

The squared length is unchanged because R is orthogonal:

|R G|² = G · (RᵀR G) = |G|².

Half of this is the kinetic energy. In terms of the indices it equals

(8π²/3)(m₀² + m₀m₁ + m₁²),

and the substitution (m₀, m₁) → (−m₁, m₀ + m₁) leaves the second bracket unchanged.

## The complete Lean file

```lean
import Mathlib

open Matrix

namespace HexagonalReciprocalSymmetry

noncomputable section

/-- The direct hexagonal basis: the columns are (1, 0) and (-1/2, √3/2). -/
def hexA : Matrix (Fin 2) (Fin 2) ℝ := !![1, -1/2; 0, Real.sqrt 3 / 2]

/-- The reciprocal basis (without the factor 2π): the inverse transpose of the direct basis. -/
def hexB : Matrix (Fin 2) (Fin 2) ℝ := (hexA⁻¹)ᵀ

/-- The rotation of the plane by the angle `θ`. -/
def rot (θ : ℝ) : Matrix (Fin 2) (Fin 2) ℝ :=
  !![Real.cos θ, -Real.sin θ; Real.sin θ, Real.cos θ]

/-- The integer matrix of the sixfold rotation in the direct basis. -/
def hexW : Matrix (Fin 2) (Fin 2) ℤ := !![1, -1; 1, 0]

/-- The integer matrix of the sixfold rotation in the reciprocal basis. -/
def hexM : Matrix (Fin 2) (Fin 2) ℤ := !![0, -1; 1, 1]

/-- An integer matrix read as a real matrix. -/
def toReal (X : Matrix (Fin 2) (Fin 2) ℤ) : Matrix (Fin 2) (Fin 2) ℝ :=
  X.map (fun k => (k : ℝ))

/-- The wave vector G = 2πBm of the plane wave with integer indices `m`. -/
def gVec (m : Fin 2 → ℤ) : Fin 2 → ℝ :=
  (2 * Real.pi) • (hexB *ᵥ (fun i => (m i : ℝ)))

/-- The kinetic energy |G|²/2 of a plane wave, in atomic units. -/
def kinetic (m : Fin 2 → ℤ) : ℝ := (gVec m ⬝ᵥ gVec m) / 2

/-- Let an orthogonal operation `R` act on a direct basis `A` through `W`. It acts on the dual
basis `B` through `M` exactly when `M` is the inverse transpose of `W`. -/
theorem reciprocal_action_iff {n : Type*} [Fintype n] [DecidableEq n]
    {A B R W M : Matrix n n ℝ} (hB : Bᵀ * A = 1) (hR : Rᵀ * R = 1)
    (hW : R * A = A * W) : R * B = B * M ↔ Mᵀ * W = 1 := by
  have hA : A * Bᵀ = 1 := mul_eq_one_comm.mp hB
  constructor
  · intro h
    have ht : Bᵀ * Rᵀ = Mᵀ * Bᵀ := by
      simpa only [Matrix.transpose_mul] using congrArg Matrix.transpose h
    -- insert BᵀA = 1 and cancel RᵀR
    calc Mᵀ * W = Mᵀ * (Bᵀ * A) * W := by rw [hB, mul_one]
      _ = (Mᵀ * Bᵀ) * (A * W) := by simp only [mul_assoc]
      _ = (Bᵀ * Rᵀ) * (R * A) := by rw [ht, hW]
      _ = Bᵀ * (Rᵀ * R) * A := by simp only [mul_assoc]
      _ = 1 := by rw [hR, mul_one, hB]
  · intro h
    have hWM : W * Mᵀ = 1 := mul_eq_one_comm.mp h
    -- the inverse operation Rᵀ acts on the direct basis through Mᵀ
    have h1 : Rᵀ * A = A * Mᵀ := by
      calc Rᵀ * A = Rᵀ * (A * (W * Mᵀ)) := by rw [hWM, mul_one]
        _ = Rᵀ * ((A * W) * Mᵀ) := by simp only [mul_assoc]
        _ = Rᵀ * ((R * A) * Mᵀ) := by rw [hW]
        _ = (Rᵀ * R) * (A * Mᵀ) := by simp only [mul_assoc]
        _ = A * Mᵀ := by rw [hR, one_mul]
    have h2 : Bᵀ * Rᵀ = Mᵀ * Bᵀ := by
      calc Bᵀ * Rᵀ = Bᵀ * (Rᵀ * (A * Bᵀ)) := by rw [hA, mul_one]
        _ = Bᵀ * (Rᵀ * A) * Bᵀ := by simp only [mul_assoc]
        _ = (Bᵀ * A) * Mᵀ * Bᵀ := by rw [h1]; simp only [mul_assoc]
        _ = Mᵀ * Bᵀ := by rw [hB, one_mul]
    simpa only [Matrix.transpose_mul, Matrix.transpose_transpose] using
      congrArg Matrix.transpose h2

/-- The hexagonal bases are dual, the rotation by 60 degrees is orthogonal, and it acts on the
direct basis through the integer matrix `hexW`. -/
theorem reciprocal_action_iff_witness :
    hexBᵀ * hexA = 1 ∧ (rot (Real.pi / 3))ᵀ * rot (Real.pi / 3) = 1 ∧
      rot (Real.pi / 3) * hexA = hexA * toReal hexW := by
  have h3 : Real.sqrt 3 * Real.sqrt 3 = 3 := Real.mul_self_sqrt (by norm_num)
  refine ⟨?_, ?_, ?_⟩
  · have hpos : 0 < Real.sqrt 3 := Real.sqrt_pos.mpr (by norm_num)
    have hdet : hexA.det ≠ 0 := by
      rw [hexA, Matrix.det_fin_two_of]
      intro h
      linarith
    rw [hexB, Matrix.transpose_transpose]
    exact Matrix.nonsing_inv_mul _ (isUnit_iff_ne_zero.mpr hdet)
  · ext i j
    fin_cases i <;> fin_cases j <;>
      simp [rot, Matrix.mul_apply, Fin.sum_univ_succ] <;> nlinarith [h3]
  · ext i j
    fin_cases i <;> fin_cases j <;>
      simp [rot, hexA, toReal, hexW, Matrix.mul_apply, Fin.sum_univ_succ] <;>
      nlinarith [h3]

/-- Every integer 2×2 matrix with trace 1 and determinant 1 has multiplicative order
exactly 6. -/
theorem orderOf_eq_six (X : Matrix (Fin 2) (Fin 2) ℤ) (htr : X.trace = 1)
    (hdet : X.det = 1) : orderOf X = 6 := by
  -- Cayley-Hamilton: X² = X - 1
  have h2 : X ^ 2 = X - 1 := by
    have ht := htr
    rw [Matrix.trace_fin_two] at ht
    rw [Matrix.det_fin_two] at hdet
    have key : ∀ i j, (X * X) i j = (X - 1) i j := by
      simp only [Fin.forall_fin_two, Matrix.mul_apply, Fin.sum_univ_two, Matrix.sub_apply,
        Matrix.one_apply, eq_self, if_true, zero_ne_one, one_ne_zero, if_false]
      refine ⟨⟨?_, ?_⟩, ⟨?_, ?_⟩⟩
      · linear_combination X 0 0 * ht - hdet
      · linear_combination X 0 1 * ht
      · linear_combination X 1 0 * ht
      · linear_combination X 1 1 * ht - hdet
    rw [pow_two]
    exact Matrix.ext key
  have h3 : X ^ 3 = -1 := (pow_succ X 2).trans (by
    rw [h2, sub_mul, one_mul, ← pow_two, h2]; abel)
  have h4 : X ^ 4 = -X := (pow_succ X 3).trans (by rw [h3, neg_mul, one_mul])
  have h5 : X ^ 5 = 1 - X := (pow_succ X 4).trans (by
    rw [h4, neg_mul, ← pow_two, h2, neg_sub])
  have h6 : X ^ 6 = 1 := (pow_succ X 5).trans (by
    rw [h5, sub_mul, one_mul, ← pow_two, h2]; abel)
  rw [orderOf_eq_iff (by norm_num)]
  refine ⟨h6, ?_⟩
  -- the identity has trace 2, the lower powers do not
  intro m hm hpos h
  have ht := congrArg Matrix.trace h
  interval_cases m <;>
    simp [h2, h3, h4, h5, htr, Matrix.trace_sub, Matrix.trace_neg, Matrix.trace_one] at ht

/-- The rotation by 60 degrees acts on the direct and reciprocal hexagonal bases through the
integer matrices `hexW` and `hexM`, which are inverse transposes and both have order 6. -/
theorem hexagonal_sixfold_symmetry :
    rot (Real.pi / 3) * hexA = hexA * toReal hexW ∧
    rot (Real.pi / 3) * hexB = hexB * toReal hexM ∧
    hexM = (hexW⁻¹)ᵀ ∧ orderOf hexW = 6 ∧ orderOf hexM = 6 := by
  obtain ⟨hB, hR, hW⟩ := reciprocal_action_iff_witness
  have hZ : hexMᵀ * hexW = 1 := by
    ext i j
    fin_cases i <;> fin_cases j <;>
      simp [hexM, hexW, Matrix.mul_apply, Fin.sum_univ_succ]
  have hreal : (toReal hexM)ᵀ * toReal hexW = 1 := by
    ext i j
    fin_cases i <;> fin_cases j <;>
      simp [toReal, hexM, hexW, Matrix.mul_apply, Fin.sum_univ_succ]
  refine ⟨hW, (reciprocal_action_iff hB hR hW).mpr hreal, ?_, ?_, ?_⟩
  · rw [Matrix.inv_eq_left_inv hZ, Matrix.transpose_transpose]
  · exact orderOf_eq_six _ (by simp [hexW, Matrix.trace_fin_two])
      (by simp [hexW, Matrix.det_fin_two])
  · exact orderOf_eq_six _ (by simp [hexM, Matrix.trace_fin_two])
      (by simp [hexM, Matrix.det_fin_two])

/-- Applying `hexM` to the integer indices of a plane wave rotates its wave vector by
60 degrees. -/
theorem gVec_rotate (m : Fin 2 → ℤ) :
    gVec (hexM *ᵥ m) = rot (Real.pi / 3) *ᵥ gVec m := by
  have hc : (fun i => (((hexM *ᵥ m) i : ℤ) : ℝ)) =
      toReal hexM *ᵥ (fun i => (m i : ℝ)) := by
    ext i
    fin_cases i <;> simp [toReal, hexM, Matrix.mulVec, dotProduct, Fin.sum_univ_succ]
  unfold gVec
  rw [hc, Matrix.mulVec_smul, Matrix.mulVec_mulVec, Matrix.mulVec_mulVec,
    hexagonal_sixfold_symmetry.2.1]

/-- Plane waves whose integer indices are related by `hexM` have the same kinetic energy. -/
theorem kinetic_invariant (m : Fin 2 → ℤ) : kinetic (hexM *ᵥ m) = kinetic m := by
  unfold kinetic
  rw [gVec_rotate, Matrix.dotProduct_mulVec, ← Matrix.mulVec_transpose,
    Matrix.mulVec_mulVec, reciprocal_action_iff_witness.2.1, Matrix.one_mulVec]

end

end HexagonalReciprocalSymmetry
```

```lean
#print axioms HexagonalReciprocalSymmetry.hexagonal_sixfold_symmetry
#print axioms HexagonalReciprocalSymmetry.kinetic_invariant
```

```
'HexagonalReciprocalSymmetry.hexagonal_sixfold_symmetry' depends on axioms: [propext, Classical.choice, Quot.sound]
'HexagonalReciprocalSymmetry.kinetic_invariant' depends on axioms: [propext, Classical.choice, Quot.sound]
```

## How the proof follows the derivation

The lemma `reciprocal_action_iff` is the dimension-independent argument. Its index type `n` is an arbitrary finite type, and duality enters as the equation `Bᵀ * A = 1`. The two `calc` blocks in the second direction establish the action of Rᵀ on A and then the transposed form of RB = BM; the single block in the first direction is the chain that ends in MᵀW = 1. The lemma `mul_eq_one_comm` exchanges left and right inverses, and `mul_assoc` moves the brackets so that BᵀA or RᵀR can be replaced by 1.

The theorem `reciprocal_action_iff_witness` checks the three hypotheses for the hexagonal data. The file defines `hexB` by a matrix inverse, which Lean sets to zero for a singular matrix, so the proof first shows that the determinant of `hexA` is nonzero. The other two parts are compared entry by entry: `simp` inserts the sine and cosine of π/3, and `nlinarith` completes the arithmetic using √3 · √3 = 3.

In `orderOf_eq_six`, the Cayley–Hamilton identity is proved directly from the entries. For the upper left entry the required equation is

X₀₀² + X₀₁X₁₀ = X₀₀ − 1,

which is X₀₀ times the trace equation minus the determinant equation. That is the combination given to `linear_combination`; the off-diagonal entries need only the trace equation. The facts `h3` to `h6` are the successive powers. For minimality, the proof assumes that some power `m` with 0 < m < 6 is the identity and takes the trace of both sides. Then `interval_cases m` runs through the five exponents, and `simp` finds a contradiction between two integers in each.

The main theorem takes RA = AW from the witness. It verifies MᵀW = 1 twice, over the integers as `hZ` and over the reals as `hreal`. The real version feeds the general lemma and yields RB = BM. The integer version identifies Mᵀ as the inverse of W, and a transpose gives M = (W⁻¹)ᵀ. The two orders follow from `orderOf_eq_six` once the traces and determinants are computed.

In `gVec_rotate`, the auxiliary equation `hc` says that multiplying the indices by M as integers and then reading them as reals gives the same column as multiplying in the reals. The rewriting that follows moves the factor 2π outside and replaces RB by BM, after which the two sides agree. The proof of `kinetic_invariant` uses this result, moves one R across the dot product as Rᵀ, and cancels RᵀR.
